# Adjacency spectrum of the hypercube: eigenvalues \(n-2k\) with multiplicity \(\binom{n}{k}\)

On the \(2^n\) binary strings of length \(n\), let the hopping amplitude be one between strings that differ in exactly one position and zero otherwise. The strings are the vertices of the \(n\)-dimensional hypercube, and this hopping matrix is its adjacency matrix. Its eigenvalues are exactly \(n-2k\) for \(k=0,1,\dots,n\), and the eigenspace of \(n-2k\) has dimension \(\binom{n}{k}\).

The same matrix describes \(n\) non-interacting spins one-half in a uniform transverse field. A string lists the \(z\) components of the spins, and the field term connects strings that differ by one flipped spin. With field strength \(\Gamma>0\) and Hamiltonian \(-\Gamma\sum_i\sigma^x_i\), the energies are \(-\Gamma(n-2k)\), where \(k\) counts the spins with \(\sigma^x_i=-1\).

## Diagonalisation by products of signs

Write \(A\) for the hopping matrix, \(x=(x_i)\) for a string with bits \(x_i\in\{0,1\}\), and \(x^{(i)}\) for \(x\) with bit \(i\) reversed. The neighbours of \(x\) are the \(n\) distinct strings \(x^{(i)}\), so on an amplitude \(\psi\)

\[
(A\psi)(x)=\sum_i \psi(x^{(i)}).
\]

For each set \(S\) of positions, define the Walsh function

\[
w_S(x)=\prod_{i\in S}(-1)^{x_i}.
\]

Reversing bit \(i\) changes the sign of one factor if \(i\in S\), and changes nothing if \(i\notin S\). In the sum over \(i\), \(|S|\) terms therefore equal \(-w_S(x)\) and \(n-|S|\) terms equal \(w_S(x)\):

\[
A w_S=\bigl((n-|S|)-|S|\bigr)w_S=(n-2|S|)\,w_S .
\]

Now take \(S\neq T\) and a position \(i\) that lies in only one of them. The product \(w_S w_T\) changes sign under \(x\mapsto x^{(i)}\). This map permutes the strings, so \(\sum_x w_S(x)w_T(x)\) equals its own negative and vanishes. For \(S=T\) every term is one. Hence

\[
\sum_x w_S(x)w_T(x)=2^n\delta_{ST}.
\]

If \(\sum_S g_S w_S=0\), multiplying by \(w_T\) and summing over \(x\) gives \(2^n g_T=0\), so the Walsh functions are linearly independent. There are \(2^n\) of them in a space of dimension \(2^n\), so they form a basis.

Expand an amplitude as \(v=\sum_S c_S w_S\). The equation \(Av=\mu v\) then reads

\[
(n-2|S|-\mu)\,c_S=0\quad\text{for every } S .
\]

If \(v\neq0\), some \(c_S\) is non-zero, and \(\mu=n-2|S|\). No other eigenvalue is possible. For \(\mu=n-2k\) the condition becomes \(2(k-|S|)c_S=0\), so only sets with \(|S|=k\) contribute. The eigenspace is spanned by the corresponding Walsh functions, of which there are \(\binom{n}{k}\). This number is positive for \(0\le k\le n\), so each of the listed eigenvalues occurs.

## Strings, flips and signs in Lean

```lean
import Mathlib

open Matrix

namespace HypercubeSpectrum

noncomputable section

variable {n : ℕ}
```

A string is a function `Fin n → Bool`, and an amplitude is a complex function on strings. Positions are numbered from \(0\) to \(n-1\), and `true` stands for the bit value 1. The matrix \(A\) is called `hopping n`. Its entries use the Hamming distance, the number of positions at which two strings differ.

```lean
/-- The hopping matrix on binary strings of length `n`: the amplitude is one between strings
that differ in exactly one position, and zero otherwise. -/
def hopping (n : ℕ) : Matrix (Fin n → Bool) (Fin n → Bool) ℂ :=
  Matrix.of fun x y => if hammingDist x y = 1 then 1 else 0
```

The hopping is positive and uniform, and there are no on-site energies. For \(n=0\) there is one string, and the matrix is the single entry zero.

```lean
/-- The string `x` with its bit at position `i` reversed. -/
def flipBit (i : Fin n) (x : Fin n → Bool) : Fin n → Bool :=
  Function.update x i (!x i)
```

The string \(x^{(i)}\) is `flipBit i x`, and \(w_S\) is `walsh S`.

```lean
/-- The Walsh function of a set `S` of positions: the product over `S` of the signs of the bits,
with sign `-1` for a bit that is set and `1` for a bit that is not. -/
def walsh (S : Finset (Fin n)) (x : Fin n → Bool) : ℂ :=
  ∏ i ∈ S, if x i = true then -1 else 1
```

Each of these functions has norm \(2^{n/2}\), so the corresponding unit vectors are \(2^{-n/2}w_S\).

## The action of the hopping matrix

The first lemma connects the distance in the definition with single flips.

```lean
/-- Two strings differ in exactly one position if and only if one bit flip turns the first
into the second. -/
theorem hammingDist_eq_one_iff (x y : Fin n → Bool) :
    hammingDist x y = 1 ↔ ∃ i, flipBit i x = y := by
  unfold hammingDist
  constructor
  · intro h
    obtain ⟨i, hi⟩ := Finset.card_eq_one.mp h
    have hd : ∀ j, x j ≠ y j ↔ j = i := fun j => by
      have := Finset.ext_iff.mp hi j
      simpa using this
    refine ⟨i, funext fun j => ?_⟩
    by_cases hj : j = i
    · subst hj
      have hne := (hd j).mpr rfl
      cases hx : x j <;> cases hy : y j <;> simp_all [flipBit]
    · have he : x j = y j := by
        by_contra hne
        exact hj ((hd j).mp hne)
      simp [flipBit, hj, he]
  · rintro ⟨i, rfl⟩
    refine Finset.card_eq_one.mpr ⟨i, ?_⟩
    ext j
    rw [Finset.mem_filter, Finset.mem_singleton]
    by_cases hj : j = i
    · subst hj
      simp [flipBit]
    · simp [flipBit, hj]
```

In the forward direction, `Finset.card_eq_one` extracts the one position `i` at which the strings disagree. A case check on the two bits there, and equality elsewhere, shows that flipping `i` turns `x` into `y`. In the reverse direction, the set of disagreements is shown to be \(\{i\}\).

```lean
/-- The hopping matrix replaces the amplitude at a string by the sum of the amplitudes at all
strings reached by one bit flip. -/
theorem hopping_mulVec (ψ : (Fin n → Bool) → ℂ) (x : Fin n → Bool) :
    (hopping n *ᵥ ψ) x = ∑ i, ψ (flipBit i x) := by
  have hinj : Function.Injective (fun i => flipBit i x) := by
    intro i j hij
    by_contra hne
    have := congrFun hij i
    simp [flipBit, hne] at this
  have hset : Finset.univ.filter (fun y => hammingDist x y = 1)
      = Finset.univ.image (fun i => flipBit i x) := by
    ext y
    simp [hammingDist_eq_one_iff]
  simp only [Matrix.mulVec, dotProduct, hopping, Matrix.of_apply, ite_mul, one_mul, zero_mul]
  rw [← Finset.sum_filter, hset, Finset.sum_image (fun i _ j _ h => hinj h)]
```

This is the formula for \((A\psi)(x)\). The step `hinj` says that flips at different positions give different strings, and `hset` identifies the neighbours with the flipped strings. Together they turn the sum over neighbours into a sum over positions.

```lean
/-- Flipping bit `i` reverses the sign of the Walsh function of `S` if `i` lies in `S`, and
leaves it unchanged otherwise. -/
theorem walsh_flipBit (S : Finset (Fin n)) (i : Fin n) (x : Fin n → Bool) :
    walsh S (flipBit i x) = (if i ∈ S then -1 else 1) * walsh S x := by
  unfold walsh
  by_cases hi : i ∈ S
  · rw [← Finset.mul_prod_erase S _ hi, ← Finset.mul_prod_erase S _ hi, if_pos hi, ← mul_assoc]
    congr 1
    · cases hx : x i <;> simp [flipBit, hx]
    · refine Finset.prod_congr rfl fun j hj => ?_
      simp [flipBit, Finset.ne_of_mem_erase hj]
  · rw [if_neg hi, one_mul]
    refine Finset.prod_congr rfl fun j hj => ?_
    have hne : j ≠ i := fun h => hi (h ▸ hj)
    simp [flipBit, hne]
```

When `i ∈ S`, the factor at `i` is split off from both products with `Finset.mul_prod_erase`; it changes sign and the rest agree. When `i ∉ S`, all factors agree.

```lean
/-- The Walsh function of `S` satisfies the eigenvalue equation of the hopping matrix with
eigenvalue `n - 2|S|`. -/
theorem hopping_walsh (S : Finset (Fin n)) :
    hopping n *ᵥ walsh S = ((n : ℂ) - 2 * (S.card : ℂ)) • walsh S := by
  have hsum : ∑ i : Fin n, (if i ∈ S then (-1 : ℂ) else 1) = (n : ℂ) - 2 * (S.card : ℂ) := by
    have h : ∀ i : Fin n, (if i ∈ S then (-1 : ℂ) else 1) = 1 - 2 * (if i ∈ S then 1 else 0) :=
      fun i => by split_ifs <;> norm_num
    simp only [h, Finset.sum_sub_distrib, ← Finset.mul_sum]
    simp
  funext x
  rw [hopping_mulVec]
  simp only [walsh_flipBit, ← Finset.sum_mul, hsum, Pi.smul_apply, smul_eq_mul]
```

The count of signs is `hsum`: each sign is written as one minus twice the indicator of \(S\), and the sum is \(n-2|S|\). The equation holds between whole amplitudes, with `•` denoting multiplication by a scalar.

## Orthogonality and the Walsh basis

```lean
/-- Walsh functions of different sets are orthogonal, and each has squared norm `2 ^ n`. -/
theorem walsh_orthogonal (S T : Finset (Fin n)) :
    ∑ x, walsh S x * walsh T x = if S = T then (2 : ℂ) ^ n else 0 := by
  by_cases h : S = T
  · subst h
    have hsq : ∀ x, walsh S x * walsh S x = 1 := fun x => by
      unfold walsh
      rw [← Finset.prod_mul_distrib]
      exact Finset.prod_eq_one fun i _ => by split_ifs <;> norm_num
    simp [hsq]
  · -- flip a bit that lies in only one of the two sets
    obtain ⟨i, hi⟩ : ∃ i, ¬(i ∈ S ↔ i ∈ T) := by
      by_contra hc
      exact h (Finset.ext fun i => by
        by_contra hi
        exact hc ⟨i, hi⟩)
    have hinv : Function.Involutive (flipBit i) := fun x => by simp [flipBit]
    have hs := Equiv.sum_comp (Function.Involutive.toPerm (flipBit i) hinv)
      (fun x => walsh S x * walsh T x)
    have hneg : ∀ x : Fin n → Bool,
        walsh S (Function.Involutive.toPerm (flipBit i) hinv x)
          * walsh T (Function.Involutive.toPerm (flipBit i) hinv x)
        = -(walsh S x * walsh T x) := fun x => by
      change walsh S (flipBit i x) * walsh T (flipBit i x) = _
      rw [walsh_flipBit, walsh_flipBit]
      by_cases hS : i ∈ S <;> by_cases hT : i ∈ T <;> simp [hS, hT] at hi ⊢
    simp only [hneg, Finset.sum_neg_distrib] at hs
    rw [if_neg h]
    linear_combination (-1 / 2 : ℂ) * hs
```

The sum has no complex conjugate because Walsh functions are real. For different sets, `flipBit i` is its own inverse and so gives a permutation of the strings. `Equiv.sum_comp` says that the sum is unchanged by it, `hneg` says that every term changes sign, and the last line concludes that the sum is zero.

```lean
/-- The Walsh functions are linearly independent. -/
theorem walsh_linearIndependent :
    LinearIndependent ℂ (walsh : Finset (Fin n) → (Fin n → Bool) → ℂ) := by
  rw [Fintype.linearIndependent_iff]
  intro g hg T
  have h : ∑ x, (∑ S, g S • walsh S) x * walsh T x = g T * 2 ^ n := by
    simp only [Finset.sum_apply, Pi.smul_apply, smul_eq_mul, Finset.sum_mul]
    rw [Finset.sum_comm]
    simp only [mul_assoc, ← Finset.mul_sum, walsh_orthogonal]
    simp
  have h0 : g T * 2 ^ n = 0 := by
    rw [← h, hg]
    simp
  exact (mul_eq_zero.mp h0).resolve_right (pow_ne_zero _ two_ne_zero)
```

Here `h` is the projection of a linear combination onto \(w_T\), which leaves \(2^n g_T\).

```lean
/-- The Walsh functions as a basis of the space of amplitudes on binary strings. -/
def walshBasis (n : ℕ) : Module.Basis (Finset (Fin n)) ℂ ((Fin n → Bool) → ℂ) :=
  basisOfLinearIndependentOfCardEqFinrank walsh_linearIndependent (by simp)
```

The basis follows from independence and the equality of the number of sets with the dimension. The coordinates \(c_S\) of `v` are `(walshBasis n).repr v S`.

```lean
/-- In the Walsh basis the hopping matrix multiplies the coordinate of `S` by `n - 2|S|`. -/
theorem repr_hopping (v : (Fin n → Bool) → ℂ) (S : Finset (Fin n)) :
    (walshBasis n).repr (toLin' (hopping n) v) S
      = ((n : ℂ) - 2 * (S.card : ℂ)) * (walshBasis n).repr v S := by
  have h : (walshBasis n).coord S ∘ₗ toLin' (hopping n)
      = ((n : ℂ) - 2 * (S.card : ℂ)) • (walshBasis n).coord S := by
    refine (walshBasis n).ext fun T => ?_
    have hT : toLin' (hopping n) (walshBasis n T)
        = ((n : ℂ) - 2 * (T.card : ℂ)) • walshBasis n T := by
      simp only [walshBasis, coe_basisOfLinearIndependentOfCardEqFinrank, toLin'_apply,
        hopping_walsh]
    rw [LinearMap.comp_apply, hT, map_smul, LinearMap.smul_apply, Module.Basis.coord_apply,
      Module.Basis.repr_self]
    by_cases hTS : T = S
    · rw [hTS]
    · simp [hTS]
  exact LinearMap.congr_fun h v
```

The map `toLin' (hopping n)` is the linear operator of the matrix. The lemma says that it multiplies \(c_S\) by \(n-2|S|\). Both sides are linear in `v`, so it suffices to compare them on the basis vectors, which is what `(walshBasis n).ext` does.

## Degeneracies and the complete list of eigenvalues

```lean
/-- The eigenspace of the hopping matrix at `n - 2k` has dimension `n.choose k`. -/
theorem finrank_eigenspace (n k : ℕ) :
    Module.finrank ℂ (Module.End.eigenspace (toLin' (hopping n)) ((n : ℂ) - 2 * (k : ℂ)))
      = n.choose k := by
  have hspan : Module.End.eigenspace (toLin' (hopping n)) ((n : ℂ) - 2 * (k : ℂ))
      = Submodule.span ℂ (Set.range fun S : {S : Finset (Fin n) // S.card = k} => walsh S.1) := by
    apply le_antisymm
    · intro v hv
      rw [Module.End.mem_eigenspace_iff] at hv
      rw [← (walshBasis n).sum_repr v]
      refine Submodule.sum_mem _ fun S _ => ?_
      by_cases hS : S.card = k
      · exact Submodule.smul_mem _ _ (Submodule.subset_span ⟨⟨S, hS⟩, by simp [walshBasis]⟩)
      · -- coordinates with the wrong number of positions vanish
        have hc := repr_hopping v S
        rw [hv, map_smul, Finsupp.smul_apply, smul_eq_mul] at hc
        have h0 : ((S.card : ℂ) - (k : ℂ)) * (walshBasis n).repr v S = 0 := by
          linear_combination (1 / 2 : ℂ) * hc
        have hne : (S.card : ℂ) - (k : ℂ) ≠ 0 := sub_ne_zero.mpr (by exact_mod_cast hS)
        rw [(mul_eq_zero.mp h0).resolve_left hne, zero_smul]
        exact Submodule.zero_mem _
    · rw [Submodule.span_le]
      rintro _ ⟨⟨S, hS⟩, rfl⟩
      exact Module.End.mem_eigenspace_iff.mpr (by simp only [toLin'_apply, hopping_walsh, hS])
  have hli : LinearIndependent ℂ
      (fun S : {S : Finset (Fin n) // S.card = k} => walsh S.1) :=
    walsh_linearIndependent.comp _ Subtype.val_injective
  rw [hspan, finrank_span_eq_card hli, Fintype.card_finset_len, Fintype.card_fin]
```

`Module.End.eigenspace` is the space of all solutions of \(Av=(n-2k)v\), and `Module.finrank ℂ` is its complex dimension. The theorem holds for every natural number \(k\); for \(k>n\) both sides are zero.

The step `hspan` proves that the eigenspace equals the span of the \(w_S\) with \(|S|=k\). One inclusion expands a solution in the Walsh basis and shows that the coordinates with \(|S|\neq k\) vanish, by the equation \((|S|-k)c_S=0\). The other is the eigenvalue equation for \(w_S\). Linear independence then reduces the dimension to the number of \(k\)-element subsets.

```lean
/-- The eigenvalues of the hopping matrix are exactly the numbers `n - 2k` with `k` from `0`
to `n`. -/
theorem hasEigenvalue_iff (n : ℕ) (μ : ℂ) :
    Module.End.HasEigenvalue (toLin' (hopping n)) μ ↔ ∃ k ≤ n, μ = (n : ℂ) - 2 * (k : ℂ) := by
  constructor
  · intro h
    obtain ⟨v, hv⟩ := h.exists_hasEigenvector
    -- an eigenvector has some non-zero Walsh coordinate, which fixes the eigenvalue
    obtain ⟨S, hS⟩ : ∃ S, (walshBasis n).repr v S ≠ 0 := by
      by_contra hc
      refine hv.2 ((walshBasis n).ext_elem fun S => ?_)
      have h0 : (walshBasis n).repr v S = 0 := by
        by_contra hS
        exact hc ⟨S, hS⟩
      simp [h0]
    have hc := repr_hopping v S
    rw [hv.apply_eq_smul, map_smul, Finsupp.smul_apply, smul_eq_mul] at hc
    exact ⟨S.card, by simpa using Finset.card_le_univ S, mul_right_cancel₀ hS hc⟩
  · rintro ⟨k, hk, rfl⟩
    have h : Module.End.eigenspace (toLin' (hopping n)) ((n : ℂ) - 2 * (k : ℂ)) ≠ ⊥ := by
      intro hbot
      have hf := finrank_eigenspace n k
      rw [hbot, finrank_bot] at hf
      exact (Nat.choose_pos hk).ne hf
    exact h

end

end HypercubeSpectrum
```

`HasEigenvalue` means that the eigenspace contains a non-zero vector. The theorem allows any complex \(\mu\), so it excludes non-real eigenvalues as well as real ones outside the list. In the forward direction, an eigenvector has a non-zero coordinate, which can be cancelled from \((n-2|S|)c_S=\mu c_S\). In the reverse direction, an eigenspace without non-zero vectors would have dimension zero, against \(\binom{n}{k}>0\).

```lean
#print axioms HypercubeSpectrum.hasEigenvalue_iff
-- 'HypercubeSpectrum.hasEigenvalue_iff' depends on axioms: [propext, Classical.choice, Quot.sound]
```

## From strings to spins

The theorems concern a matrix indexed by strings. The step to the spin system is the identification of each string with a product state of the \(n\) spins, under which \(\sum_i\sigma^x_i\) has the matrix \(A\).

In this picture \(w_S\) is, up to normalisation, a product of single-spin eigenvectors of \(\sigma^x\), with eigenvalue \(-1\) at the positions in \(S\) and \(+1\) at the others. The Walsh functions therefore remain eigenvectors when the field \(\Gamma_i\) varies from site to site. The energy of \(w_S\) is then \(\sum_{i\in S}\Gamma_i-\sum_{i\notin S}\Gamma_i\), and the binomial degeneracies are in general split. The Lean theorems cover the uniform case.

## The transverse field in a time step

Consider spins with \(H=V-\Gamma A\), where \(V\) is diagonal in the strings, for example an Ising interaction. A split-operator step of length \(\tau\), with \(\hbar=1\), approximates the evolution by

\[
e^{-iV\tau/2}\,e^{i\Gamma\tau A}\,e^{-iV\tau/2}.
\]

The outer factors multiply each amplitude by a phase. The middle factor is a product of commuting single-spin rotations \(e^{i\Gamma\tau\sigma^x_i}\), which can be applied one after another. Alternatively, it can be applied in the Walsh basis, where it is diagonal. One then computes the Walsh coefficients

\[
c_S=2^{-n}\sum_x w_S(x)\psi(x),
\]

multiplies each by \(e^{i\Gamma\tau(n-2|S|)}\), and sums \(\sum_S c_S w_S\) to return to the strings. A fast Walsh–Hadamard transform does each change of basis in \(n2^n\) additions and subtractions, apart from the normalisation.

For three spins the eight coefficients need only four phases. With \(\theta=\Gamma\tau\), these are \(e^{3i\theta}\), \(e^{i\theta}\), \(e^{-i\theta}\) and \(e^{-3i\theta}\), applied to 1, 3, 3 and 1 coefficients. The spectrum used here is that of the non-interacting field term alone; the eigenvalues of \(H\) with a general \(V\) are different.
